# The relative sign of exchange and dipolar coupling enters the DEER signal of a randomly oriented spin pair at fourth order in time

Suppose that the DEER trace of a randomly oriented, exchange-coupled spin pair is analysed only through its initial curvature. That curvature measures the mean square of the coupling frequency, which is the same for exchange couplings $J$ and $-J$. Even with the dipolar coupling $w$ known exactly, the fit returns two values of $J$ and gives no ground for choosing between them.

The next term of the trace removes the ambiguity. For a pair with one fixed, nonzero $w$, random orientation and $J\neq0$, the signals for $J$ and $-J$ differ somewhere in every initial time window, however short.

In Lean 4 with Mathlib:

```lean
import Mathlib

open MeasureTheory

namespace DeerExchange

noncomputable section
```

## Frequency, moments and signal

Let $c=\cos\theta$, where $\theta$ is the angle between the interspin vector and the magnetic field. The coupling frequency is

$$f(c)=w(1-3c^2)+J .$$

Both couplings are real angular frequencies, so $f(c)\,t$ is a phase. For two electron spins at distance $r$, $w=\mu_0g_1g_2\mu_B^2/(4\pi\hbar r^3)$. The exchange term in the Hamiltonian is $\hbar J\,\mathbf S_1\cdot\mathbf S_2$, so positive $J$ is antiferromagnetic.

```lean
/-- The DEER frequency at orientation cosine `c`, for dipolar coupling `w` and exchange
coupling `J`. -/
def deerFreq (w J c : ℝ) : ℝ := w * (1 - 3 * c ^ 2) + J
```

In an isotropic sample $c$ is uniform on $[-1,1]$. Since $f$ is even in $c$, the interval $[0,1]$ suffices, and its length is 1, so a plain integral is already an average. The $n$-th moment is

$$M_n(w,J)=\int_0^1 f(c)^n\,dc .$$

```lean
/-- The `n`-th moment of the DEER frequency, with `c` uniform on `[0,1]`. -/
def moment (n : ℕ) (w J : ℝ) : ℝ := ∫ c in (0:ℝ)..1, deerFreq w J c ^ n
```

The signal is the orientation average of the cosine of the acquired phase:

$$V(w,J;t)=\int_0^1\cos\big(f(c)\,t\big)\,dc .$$

This describes a single distance and a single $J$, with point dipoles, full modulation depth, ideal pulses and no intermolecular background. The coupling is weak: the resonance frequencies of the two spins differ by much more than $|w|$ and $|J|$, so the flip-flop terms are neglected. Orientation selection and noise are absent as well.

```lean
/-- The DEER signal at time `t`: the orientation average of the cosine of the acquired phase. -/
def deerSignal (w J t : ℝ) : ℝ := ∫ c in (0:ℝ)..1, Real.cos (deerFreq w J c * t)
```

## The two moments

Each power of $f$ is an even polynomial in $c$, and $\int_0^1c^{2k}dc=1/(2k+1)$. Hence

$$\int_0^1(a+bc^2+dc^4+ec^6+gc^8)\,dc=a+\frac b3+\frac d5+\frac e7+\frac g9 .$$

The proof differentiates the explicit antiderivative and applies the fundamental theorem of calculus.

```lean
/-- The orientation average of an even polynomial of degree at most eight. -/
theorem integral_even_poly (a b d e g : ℝ) :
    ∫ c in (0:ℝ)..1, (a + b * c ^ 2 + d * c ^ 4 + e * c ^ 6 + g * c ^ 8)
      = a + b / 3 + d / 5 + e / 7 + g / 9 := by
  have h : ∀ x ∈ Set.uIcc (0:ℝ) 1, HasDerivAt
      (fun c : ℝ => a * c + b / 3 * c ^ 3 + d / 5 * c ^ 5 + e / 7 * c ^ 7 + g / 9 * c ^ 9)
      (a + b * x ^ 2 + d * x ^ 4 + e * x ^ 6 + g * x ^ 8) x := by
    intro x _
    refine ((((((hasDerivAt_id' x).const_mul a).fun_add
      ((hasDerivAt_pow 3 x).const_mul (b / 3))).fun_add
      ((hasDerivAt_pow 5 x).const_mul (d / 5))).fun_add
      ((hasDerivAt_pow 7 x).const_mul (e / 7))).fun_add
      ((hasDerivAt_pow 9 x).const_mul (g / 9))).congr_deriv ?_
    norm_num
    ring
  rw [intervalIntegral.integral_eq_sub_of_hasDerivAt h
    (Continuous.intervalIntegrable (by fun_prop) _ _)]
  norm_num
```

Write $f=(w+J)-3wc^2$. Squaring and averaging gives

$$M_2=(w+J)^2-2w(w+J)+\tfrac95w^2=J^2+\tfrac45w^2 .$$

The cross term in $wJ$ cancels because the dipolar part $1-3c^2$ has zero mean. In the proof, `h` is the expanded square, and the previous formula integrates it.

```lean
/-- The second moment is `J² + 4w²/5`, which does not depend on the sign of `J`. -/
theorem moment_two (w J : ℝ) : moment 2 w J = J ^ 2 + 4 * w ^ 2 / 5 := by
  have h : moment 2 w J = ∫ c in (0:ℝ)..1, ((w + J) ^ 2 + (-6 * w * (w + J)) * c ^ 2
      + (9 * w ^ 2) * c ^ 4 + 0 * c ^ 6 + 0 * c ^ 8) := by
    simp only [moment, deerFreq]
    congr 1
    ext c
    ring
  rw [h, integral_even_poly]
  ring
```

For the fourth moment, put $S=w+J$. The binomial expansion of $(S-3wc^2)^4$ averages to

$$M_4=S^4-4wS^3+\tfrac{54}5w^2S^2-\tfrac{108}7w^3S+9w^4 .$$

Collecting powers of $J$, the cubic term cancels and

$$M_4=J^4+\tfrac{24}5J^2w^2-\tfrac{64}{35}Jw^3+\tfrac{48}{35}w^4 .$$

The term linear in $J$ survives because the mean of $(1-3c^2)^3$ is $-16/35$, not zero.

```lean
/-- The fourth moment contains a term odd in the exchange coupling, `-64 J w³/35`. -/
theorem moment_four (w J : ℝ) : moment 4 w J =
    J ^ 4 + 24 / 5 * J ^ 2 * w ^ 2 - 64 / 35 * J * w ^ 3 + 48 / 35 * w ^ 4 := by
  have h : moment 4 w J = ∫ c in (0:ℝ)..1, ((w + J) ^ 4 + (-12 * w * (w + J) ^ 3) * c ^ 2
      + (54 * w ^ 2 * (w + J) ^ 2) * c ^ 4 + (-108 * w ^ 3 * (w + J)) * c ^ 6
      + (81 * w ^ 4) * c ^ 8) := by
    simp only [moment, deerFreq]
    congr 1
    ext c
    ring
  rw [h, integral_even_poly]
  ring
```

Only that term changes sign with $J$, so

$$M_4(w,J)-M_4(w,-J)=-\tfrac{128}{35}Jw^3 .$$

```lean
/-- Replacing `-J` by `J` changes the fourth moment by `-128 J w³/35`. -/
theorem moment_four_sub (w J : ℝ) :
    moment 4 w J - moment 4 w (-J) = -128 * J * w ^ 3 / 35 := by
  rw [moment_four, moment_four]
  ring
```

## Only the relative sign can be seen

Reversing both couplings turns $f$ into $-f$, and the cosine is even:

$$V(-w,-J;t)=V(w,J;t).$$

The pairs $(w,J)=(1,1)$ and $(-1,-1)$ therefore give identical traces. If the sign of $w$ were unknown too, the trace could not determine the sign of a nonzero $J$. The evenness also hides the first moment, which equals $J$ and would otherwise settle the matter at once.

```lean
/-- Reversing the signs of both couplings leaves the DEER signal unchanged. -/
theorem deerSignal_neg_neg (w J t : ℝ) : deerSignal (-w) (-J) t = deerSignal w J t := by
  unfold deerSignal
  congr 1
  ext c
  rw [← Real.cos_neg]
  congr 1
  unfold deerFreq
  ring
```

## The signal at short times

For $|x|\le1$, the quartic Taylor polynomial of the cosine satisfies

$$\left|\cos x-\left(1-\frac{x^2}2+\frac{x^4}{24}\right)\right|\le\frac{|x|^5}{100}.$$

To see this, truncate the series of $e^{ix}$ after five terms. The remainder is at most $|x|^5\cdot 6/(5!\cdot5)=|x|^5/100$, and a real part is no larger than the modulus. In the proof, `hsum` separates the truncated series into real and imaginary parts, and `hre` takes the real part of the bound.

```lean
/-- For `|x| ≤ 1` the quartic Taylor polynomial of the cosine is accurate to `|x|⁵/100`. -/
theorem cos_quartic_bound (x : ℝ) (hx : |x| ≤ 1) :
    |Real.cos x - (1 - x ^ 2 / 2 + x ^ 4 / 24)| ≤ |x| ^ 5 / 100 := by
  have hn : ‖(x : ℂ) * Complex.I‖ = |x| := by
    rw [norm_mul, Complex.norm_I, mul_one, Complex.norm_real, Real.norm_eq_abs]
  have h := Complex.exp_bound (x := (x : ℂ) * Complex.I) (by rw [hn]; exact hx)
    (n := 5) (by norm_num)
  have hsum : ∑ m ∈ Finset.range 5, ((x : ℂ) * Complex.I) ^ m / (Nat.factorial m : ℂ)
      = ((1 - x ^ 2 / 2 + x ^ 4 / 24 : ℝ) : ℂ) + ((x - x ^ 3 / 6 : ℝ) : ℂ) * Complex.I := by
    simp only [Finset.sum_range_succ, Finset.sum_range_zero,
      show Nat.factorial 0 = 1 from rfl, show Nat.factorial 1 = 1 from rfl,
      show Nat.factorial 2 = 2 from rfl, show Nat.factorial 3 = 6 from rfl,
      show Nat.factorial 4 = 24 from rfl]
    push_cast
    linear_combination ((x : ℂ) ^ 2 / 2 + (x : ℂ) ^ 3 * Complex.I / 6
      + (x : ℂ) ^ 4 / 24 * (Complex.I ^ 2 - 1)) * Complex.I_sq
  -- the cosine is the real part of the exponential
  have hre := (Complex.abs_re_le_norm _).trans h
  rw [hsum, hn, Complex.sub_re, Complex.exp_ofReal_mul_I_re, Complex.add_re,
    Complex.ofReal_re, Complex.re_ofReal_mul, Complex.I_re, mul_zero, add_zero] at hre
  refine hre.trans (le_of_eq ?_)
  rw [div_eq_mul_inv]
  congr 1
  norm_num [Nat.factorial]
```

Now set $x=f(c)\,t$. On $[0,1]$ we have $|1-3c^2|\le2$, so $|f(c)|\le A$ with $A=2|w|+|J|$. If $A|t|\le1$, the Taylor bound holds at every orientation, and averaging it gives

$$\left|V(w,J;t)-\left(1-\frac{M_2}2t^2+\frac{M_4}{24}t^4\right)\right|\le\frac{(A|t|)^5}{100}.$$

The identity `e` writes the left-hand difference as one integral of the pointwise Taylor error. The bound `hb` then uses the fact that an integral over an interval of length 1 is no larger than a uniform bound on its integrand. The signal is even in $t$, so the true error is of sixth order; the fifth-order bound is enough for what follows.

```lean
/-- At times with `(2|w| + |J|)|t| ≤ 1` the DEER signal is given by its second and fourth
moments, up to an explicit fifth-order error. -/
theorem deerSignal_short_time (w J t : ℝ) (ht : (2 * |w| + |J|) * |t| ≤ 1) :
    |deerSignal w J t - (1 - moment 2 w J / 2 * t ^ 2 + moment 4 w J / 24 * t ^ 4)|
      ≤ ((2 * |w| + |J|) * |t|) ^ 5 / 100 := by
  have i0 : IntervalIntegrable (fun c => Real.cos (deerFreq w J c * t)) volume 0 1 :=
    Continuous.intervalIntegrable (by unfold deerFreq; fun_prop) _ _
  have i1 : IntervalIntegrable (fun _ : ℝ => (1:ℝ)) volume 0 1 :=
    Continuous.intervalIntegrable (by fun_prop) _ _
  have i2 : IntervalIntegrable (fun c => t ^ 2 / 2 * deerFreq w J c ^ 2) volume 0 1 :=
    Continuous.intervalIntegrable (by unfold deerFreq; fun_prop) _ _
  have i3 : IntervalIntegrable (fun c => t ^ 4 / 24 * deerFreq w J c ^ 4) volume 0 1 :=
    Continuous.intervalIntegrable (by unfold deerFreq; fun_prop) _ _
  have i4 : IntervalIntegrable (fun c => 1 - t ^ 2 / 2 * deerFreq w J c ^ 2) volume 0 1 :=
    Continuous.intervalIntegrable (by unfold deerFreq; fun_prop) _ _
  have i5 : IntervalIntegrable (fun c => 1 - t ^ 2 / 2 * deerFreq w J c ^ 2
      + t ^ 4 / 24 * deerFreq w J c ^ 4) volume 0 1 :=
    Continuous.intervalIntegrable (by unfold deerFreq; fun_prop) _ _
  have e : deerSignal w J t - (1 - moment 2 w J / 2 * t ^ 2 + moment 4 w J / 24 * t ^ 4)
      = ∫ c in (0:ℝ)..1, (Real.cos (deerFreq w J c * t)
        - (1 - t ^ 2 / 2 * deerFreq w J c ^ 2 + t ^ 4 / 24 * deerFreq w J c ^ 4)) := by
    rw [intervalIntegral.integral_sub i0 i5, intervalIntegral.integral_add i4 i3,
      intervalIntegral.integral_sub i1 i2, intervalIntegral.integral_const_mul,
      intervalIntegral.integral_const_mul, intervalIntegral.integral_const]
    simp only [deerSignal, moment, smul_eq_mul]
    ring
  -- the Taylor error is bounded uniformly in the orientation
  have hb := intervalIntegral.norm_integral_le_of_norm_le_const (a := (0:ℝ)) (b := 1)
    (f := fun c => Real.cos (deerFreq w J c * t)
      - (1 - t ^ 2 / 2 * deerFreq w J c ^ 2 + t ^ 4 / 24 * deerFreq w J c ^ 4))
    (C := ((2 * |w| + |J|) * |t|) ^ 5 / 100) (by
      intro c hc
      rw [Set.uIoc_of_le zero_le_one] at hc
      have h1 : |1 - 3 * c ^ 2| ≤ 2 := by
        rw [abs_le]
        constructor <;> nlinarith [hc.1, hc.2]
      have h2 : |deerFreq w J c| ≤ 2 * |w| + |J| := by
        have h3 := abs_add_le (w * (1 - 3 * c ^ 2)) J
        rw [abs_mul] at h3
        have h4 := mul_le_mul_of_nonneg_left h1 (abs_nonneg w)
        unfold deerFreq
        linarith
      have h5 : |deerFreq w J c * t| ≤ (2 * |w| + |J|) * |t| := by
        rw [abs_mul]
        exact mul_le_mul_of_nonneg_right h2 (abs_nonneg t)
      have h6 := cos_quartic_bound _ (h5.trans ht)
      have h7 := pow_le_pow_left₀ (abs_nonneg _) h5 5
      rw [Real.norm_eq_abs]
      rw [show 1 - t ^ 2 / 2 * deerFreq w J c ^ 2 + t ^ 4 / 24 * deerFreq w J c ^ 4
        = 1 - (deerFreq w J c * t) ^ 2 / 2 + (deerFreq w J c * t) ^ 4 / 24 by ring]
      linarith)
  rw [e, ← Real.norm_eq_abs]
  simpa using hb
```

## Reading off the coefficients

Two signals that agree on a window have expansions that differ only by the error terms. To conclude that their coefficients agree, we need an elementary limit: if $|x|\le Lt$ for all small positive $t$, then $x=0$. The proof supposes $x\ne0$ and picks a $t$ so small that the inequality fails.

```lean
/-- A number whose absolute value is at most `L t` for all small positive `t` is zero. -/
lemma eq_zero_of_small {x L δ : ℝ} (hδ : 0 < δ)
    (h : ∀ t, 0 < t → t < δ → |x| ≤ L * t) : x = 0 := by
  by_contra hx
  have hp : 0 < |x| := abs_pos.2 hx
  have hL : 0 < 2 * (|L| + 1) := by positivity
  have ht : 0 < min (δ / 2) (|x| / (2 * (|L| + 1))) := lt_min (by linarith) (div_pos hp hL)
  have h1 := h _ ht (lt_of_le_of_lt (min_le_left _ _) (by linarith))
  have h2 := (le_div_iff₀ hL).1 (min_le_right (δ / 2) (|x| / (2 * (|L| + 1))))
  have h3 := mul_le_mul_of_nonneg_right (le_abs_self L) ht.le
  nlinarith
```

Suppose next that $|at^2+bt^4|\le Kt^5$ for small positive $t$. Dividing by $t^2$ gives, for $t\le1$,

$$|a|\le|b|t^2+|K|t^3\le(|b|+|K|)\,t ,$$

so $a=0$. Dividing what remains by $t^4$ gives $|b|\le Kt$, so $b=0$.

```lean
/-- If `a t² + b t⁴` is of fifth order at small positive `t`, both coefficients vanish. -/
lemma coeffs_zero {a b K δ : ℝ} (hδ : 0 < δ)
    (h : ∀ t, 0 < t → t < δ → |a * t ^ 2 + b * t ^ 4| ≤ K * t ^ 5) : a = 0 ∧ b = 0 := by
  have ha : a = 0 := by
    refine eq_zero_of_small (L := |b| + |K|) (lt_min hδ one_pos) fun t ht htd => ?_
    have ht1 : t ≤ 1 := (htd.trans_le (min_le_right _ _)).le
    have h1 := h t ht (htd.trans_le (min_le_left _ _))
    have h2 := abs_sub_abs_le_abs_sub (a * t ^ 2) (-(b * t ^ 4))
    rw [abs_neg, sub_neg_eq_add, abs_mul, abs_mul, abs_of_pos (pow_pos ht 2),
      abs_of_pos (pow_pos ht 4)] at h2
    have h3 := mul_le_mul_of_nonneg_left
      (pow_le_pow_of_le_one ht.le ht1 (by norm_num : 3 ≤ 4)) (abs_nonneg b)
    have h4 := mul_le_mul_of_nonneg_left
      (pow_le_pow_of_le_one ht.le ht1 (by norm_num : 3 ≤ 5)) (abs_nonneg K)
    have h5 := mul_le_mul_of_nonneg_right (le_abs_self K) (pow_pos ht 5).le
    refine le_of_mul_le_mul_right ?_ (pow_pos ht 2)
    linarith [show (|b| + |K|) * t * t ^ 2 = |b| * t ^ 3 + |K| * t ^ 3 by ring]
  refine ⟨ha, eq_zero_of_small (L := K) hδ fun t ht htd => ?_⟩
  have h1 := h t ht htd
  rw [ha, zero_mul, zero_add, abs_mul, abs_of_pos (pow_pos ht 4)] at h1
  refine le_of_mul_le_mul_right ?_ (pow_pos ht 4)
  linarith [show K * t * t ^ 4 = K * t ^ 5 by ring]
```

## When two exchange couplings give the same trace

Fix $w$ and a window $0<t<\varepsilon$ with $\varepsilon>0$. The signals for $J$ and $J'$ agree throughout the window exactly when $J=J'$, or when $w=0$ and $J'=-J$.

Assume that they agree, and let $B=2|w|+|J|+|J'|+1$. For $t<1/B$ both expansions hold, each with error at most $(Bt)^5/100$. Subtracting them gives

$$\left|-\frac{M_2(w,J)-M_2(w,J')}2t^2+\frac{M_4(w,J)-M_4(w,J')}{24}t^4\right|\le\frac{B^5}{50}t^5 ,$$

so both coefficients vanish; this is `key` in the proof. Equal second moments give $J^2=J'^2$, hence $J'=\pm J$. If $J'=-J$, equal fourth moments give $Jw^3=0$. Then either $J=0$, so that $J'=J$ after all, or $w=0$.

Conversely, equal couplings trivially give equal signals. For $w=0$ and $J'=-J$, the sign-reversal identity applies, because $-0=0$.

```lean
/-- Two exchange couplings with the same dipolar coupling `w` give the same DEER signal on an
initial time window exactly when they are equal, or when `w = 0` and they are opposite. -/
theorem deerSignal_eq_iff (w J J' ε : ℝ) (hε : 0 < ε) :
    (∀ t, 0 < t → t < ε → deerSignal w J t = deerSignal w J' t) ↔
      J = J' ∨ (w = 0 ∧ J' = -J) := by
  constructor
  · intro h
    obtain ⟨B, hB⟩ : ∃ B, B = 2 * |w| + |J| + |J'| + 1 := ⟨_, rfl⟩
    have hBp : 0 < B := by rw [hB]; positivity
    -- compare the short-time expansions of the two signals
    have key : -(moment 2 w J - moment 2 w J') / 2 = 0 ∧
        (moment 4 w J - moment 4 w J') / 24 = 0 := by
      refine coeffs_zero (K := B ^ 5 / 50) (lt_min hε (one_div_pos.2 hBp)) fun t ht htd => ?_
      have hs := h t ht (htd.trans_le (min_le_left _ _))
      have hBt := (lt_div_iff₀ hBp).1 (htd.trans_le (min_le_right _ _))
      have b1 : (2 * |w| + |J|) * |t| ≤ B * t := by
        rw [abs_of_pos ht]
        exact mul_le_mul_of_nonneg_right (by linarith [abs_nonneg J']) ht.le
      have b2 : (2 * |w| + |J'|) * |t| ≤ B * t := by
        rw [abs_of_pos ht]
        exact mul_le_mul_of_nonneg_right (by linarith [abs_nonneg J]) ht.le
      have s1 := abs_le.1 (deerSignal_short_time w J t (by linarith))
      have s2 := abs_le.1 (deerSignal_short_time w J' t (by linarith))
      have p1 := pow_le_pow_left₀ (by positivity) b1 5
      have p2 := pow_le_pow_left₀ (by positivity) b2 5
      rw [mul_pow B t 5] at p1 p2
      rw [abs_le]
      constructor <;> linarith [s1.1, s1.2, s2.1, s2.2]
    obtain ⟨k2, k4⟩ := key
    rw [moment_two, moment_two] at k2
    have hsq : J ^ 2 = J' ^ 2 := by linarith
    rcases sq_eq_sq_iff_eq_or_eq_neg.1 hsq with hJ | hJ
    · exact Or.inl hJ
    · -- opposite couplings are separated by the fourth moment
      have hJ' : J' = -J := by linarith
      rw [hJ', moment_four_sub] at k4
      have hz : J * w ^ 3 = 0 := by linarith
      rcases mul_eq_zero.1 hz with h0 | h0
      · left
        rw [hJ', h0, neg_zero]
      · exact Or.inr ⟨eq_zero_of_pow_eq_zero h0, hJ'⟩
  · rintro (hJ | ⟨hw, hJ⟩) t _ _
    · rw [hJ]
    · have h0 := deerSignal_neg_neg 0 J t
      rw [neg_zero] at h0
      rw [hw, hJ, h0]
```

Taking $J'=-J$ with both couplings nonzero rules out each alternative, so every initial window contains a time at which the two signals differ. For fits of DEER data from exchange-coupled pairs, this means that the sign of $J$ relative to a known $w$ is present in the ideal, noise-free trace of a single-distance pair. How easily it can be extracted is another question: the leading difference between the two signals is $-\tfrac{16}{105}Jw^3t^4$, which is small at early times.

```lean
/-- For nonzero dipolar and exchange couplings, every initial time window contains a time at
which the DEER signals for `J` and `-J` differ. -/
theorem exchange_sign_visible (w J ε : ℝ) (hw : w ≠ 0) (hJ : J ≠ 0) (hε : 0 < ε) :
    ∃ t, 0 < t ∧ t < ε ∧ deerSignal w J t ≠ deerSignal w (-J) t := by
  by_contra hcon
  have h : ∀ t, 0 < t → t < ε → deerSignal w J t = deerSignal w (-J) t := by
    intro t h0 h1
    by_contra hne
    exact hcon ⟨t, h0, h1, hne⟩
  rcases (deerSignal_eq_iff w J (-J) ε hε).1 h with h1 | h1
  · exact hJ (by linarith)
  · exact hw h1.1

end

end DeerExchange
```

The condition $w\ne0$ is needed here. With $w=0$ and $J=1$, both signals equal $\cos t$ at all times: without the dipolar coupling there is nothing to compare the sign of $J$ with. With $J=0$ the two signals are trivially the same.

```lean
#print axioms DeerExchange.exchange_sign_visible
```

```
'DeerExchange.exchange_sign_visible' depends on axioms: [propext, Classical.choice, Quot.sound]
```
